# Without a counterterm, strong coupling to an oscillator bath destabilises a harmonic system

A particle in a harmonic well is coupled linearly to a bath of oscillators. When the particle is held away from its equilibrium, the bath relaxes around it and so weakens the restoring force. How strong can the coupling be before the particle runs away?

Let $x$ be the system coordinate and $q_k$ the coordinates of finitely many bath modes, all with unit mass. The potential energy is

$$V=\tfrac12Ax^2+x\sum_k c_kq_k+\tfrac12\sum_k w_k^2q_k^2 ,$$

with system stiffness $A$, couplings $c_k$ and bath frequencies $w_k$. Writing $v=(x,q)$, we have $V=\tfrac12\,v\cdot Kv$ with a real symmetric matrix $K$.

```lean
import Mathlib

open Matrix

namespace BathCounterterm

noncomputable section

variable {ι : Type*} [Fintype ι] [DecidableEq ι]
```

In Lean, $K$ is `stiffness A c w`. Its index type `Option ι` has `none` for the system and `some k` for bath mode $k$.

```lean
/-- Stiffness matrix of a system coordinate (index `none`) with stiffness `A`, coupled with
strengths `c k` to bath oscillators (indices `some k`) of frequencies `w k`. -/
def stiffness (A : ℝ) (c w : ι → ℝ) : Matrix (Option ι) (Option ι) ℝ :=
  Matrix.of fun i j => match i, j with
    | none, none => A
    | none, some k => c k
    | some k, none => c k
    | some k, some l => if k = l then w k ^ 2 else 0
```

The softening is $\mu=\sum_k c_k^2/w_k^2$.

```lean
/-- The softening `∑ c_k² / w_k²` of the system by its bath, for nonzero bath frequencies. -/
def softening (c w : ι → ℝ) : ℝ := ∑ k, c k ^ 2 / w k ^ 2
```

A trial displacement with a parameter $s$ has $x=1$ and $q_k=-c_k/(w_k^2+s)$. At $s=0$ the bath is relaxed around the displaced system.

```lean
/-- Unit displacement of the system with bath displacements `-c_k / (w_k² + s)`, for
`w_k² + s` nonzero. -/
def mode (c w : ι → ℝ) (s : ℝ) : Option ι → ℝ
  | none => 1
  | some k => -c k / (w k ^ 2 + s)
```

A motion is a pair of curves, position $u$ and velocity $p$, with $u'=p$ and $p'=-Ku$ at all times.

```lean
/-- Newton's equations `u' = p`, `p' = -K u` for unit masses and stiffness matrix `K`. -/
def IsMotion {κ : Type*} [Fintype κ] (K : Matrix κ κ ℝ) (u p : ℝ → κ → ℝ) : Prop :=
  ∀ t, HasDerivAt u (p t) t ∧ HasDerivAt p (-(K *ᵥ u t)) t
```

## (a) The components of $Kv$

Show that

$$(Kv)_{\text{sys}}=Ax+\sum_k c_kq_k,\qquad (Kv)_k=c_kx+w_k^2q_k .$$

**Solution.** The system row of $K$ is $(A,c_1,c_2,\dots)$. Row $k$ has only the entries $c_k$ and $w_k^2$. In Lean, `Fintype.sum_option` splits the system term from the bath sum.

```lean
/-- Components of `K v` for the stiffness matrix `K`, with `x = v none` and `q_k = v (some k)`: the
system component is `A x + ∑ c_k q_k`, and that of bath mode `k` is `c_k x + w_k² q_k`. -/
theorem stiffness_mulVec (A : ℝ) (c w : ι → ℝ) (v : Option ι → ℝ) :
    (stiffness A c w *ᵥ v) none = A * v none + ∑ k, c k * v (some k) ∧
    ∀ k, (stiffness A c w *ᵥ v) (some k) = c k * v none + w k ^ 2 * v (some k) := by
  constructor
  · simp [stiffness, Matrix.mulVec, dotProduct, Fintype.sum_option]
  · intro k
    simp [stiffness, Matrix.mulVec, dotProduct, Fintype.sum_option]
```

## (b) The energy as a sum of squares

For $w_k>0$, show that

$$v\cdot Kv=(A-\mu)x^2+\sum_k w_k^2\Big(q_k+\frac{c_k}{w_k^2}x\Big)^2 .$$

**Solution.** By (a), $v\cdot Kv=Ax^2+\sum_k(2c_kxq_k+w_k^2q_k^2)$. For each mode,

$$w_k^2q_k^2+2c_kxq_k=w_k^2\Big(q_k+\frac{c_k}{w_k^2}x\Big)^2-\frac{c_k^2}{w_k^2}x^2 ,$$

and the last terms add up to $-\mu x^2$. The step `key` is this identity summed over modes.

```lean
/-- Completing the square in each bath coordinate: for positive bath frequencies, twice the
potential energy is that of a softened system plus that of bath oscillators with shifted
equilibria. -/
theorem energy_eq_squares (A : ℝ) (c w : ι → ℝ) (hw : ∀ k, 0 < w k) (v : Option ι → ℝ) :
    v ⬝ᵥ stiffness A c w *ᵥ v = (A - softening c w) * v none ^ 2 +
      ∑ k, w k ^ 2 * (v (some k) + c k / w k ^ 2 * v none) ^ 2 := by
  have key : ∑ k, w k ^ 2 * (v (some k) + c k / w k ^ 2 * v none) ^ 2 =
      ∑ k, v (some k) * (c k * v none + w k ^ 2 * v (some k)) +
        v none * ∑ k, c k * v (some k) + softening c w * v none ^ 2 := by
    rw [softening, Finset.mul_sum, Finset.sum_mul, ← Finset.sum_add_distrib,
      ← Finset.sum_add_distrib]
    refine Finset.sum_congr rfl fun k _ => ?_
    have hk : w k ≠ 0 := (hw k).ne'
    field_simp
    ring
  rw [key]
  simp only [dotProduct, Fintype.sum_option, (stiffness_mulVec A c w v).1,
    (stiffness_mulVec A c w v).2]
  ring
```

## (c) The stability condition

For $w_k>0$, show that $K$ is positive definite if and only if $\mu<A$.

**Solution.** If $K$ is positive definite, insert the relaxed displacement `mode c w 0`. All bath squares vanish, leaving $A-\mu>0$.

Conversely, let $\mu<A$ and $v\neq0$. If $x\neq0$, the first term in (b) is positive and the others are nonnegative. If $x=0$, some $q_k\neq0$, and $\sum_k w_k^2q_k^2>0$. `PosDef` also requires symmetry, which is checked entry by entry.

A zero bath frequency breaks the equivalence. Take one mode with $w=0$, $c=1$, and $A=1$. Then $\det K=-1$, so $K$ is not positive definite, yet Lean's convention $1/0=0$ gives `softening` the value $0<A$.

```lean
/-- For positive bath frequencies, the stiffness matrix is positive definite exactly when the
system stiffness exceeds the softening `∑ c_k² / w_k²`. -/
theorem posDef_iff (A : ℝ) (c w : ι → ℝ) (hw : ∀ k, 0 < w k) :
    (stiffness A c w).PosDef ↔ softening c w < A := by
  constructor
  · intro h
    -- test the energy on a displaced system with relaxed bath
    have hne : mode c w 0 ≠ 0 := fun h0 => by
      have := congrFun h0 none
      simp [mode] at this
    have hp := h.dotProduct_mulVec_pos hne
    rw [star_trivial, energy_eq_squares A c w hw] at hp
    have hz : ∑ k, w k ^ 2 * (mode c w 0 (some k) + c k / w k ^ 2 * mode c w 0 none) ^ 2
        = 0 := by
      refine Finset.sum_eq_zero fun k _ => ?_
      have e : mode c w 0 (some k) + c k / w k ^ 2 * mode c w 0 none = 0 := by
        simp only [mode]
        ring
      rw [e]
      ring
    rw [hz] at hp
    simp only [mode] at hp
    linarith
  · intro h
    refine Matrix.posDef_iff_dotProduct_mulVec.2 ⟨?_, ?_⟩
    · refine Matrix.IsHermitian.ext fun i j => ?_
      rcases i with _ | k <;> rcases j with _ | l
      · simp [stiffness]
      · simp [stiffness]
      · simp [stiffness]
      · by_cases hkl : k = l
        · subst hkl
          simp [stiffness]
        · simp [stiffness, hkl, Ne.symm hkl]
    · intro v hv
      rw [star_trivial, energy_eq_squares A c w hw]
      have hA : 0 < A - softening c w := sub_pos.2 h
      by_cases hx : v none = 0
      · -- the system is not displaced and `v ≠ 0`, so some bath oscillator is displaced
        have hq : ∃ k, v (some k) ≠ 0 := by
          by_contra hn
          push Not at hn
          apply hv
          funext i
          rcases i with _ | k
          · exact hx
          · exact hn k
        obtain ⟨k, hk⟩ := hq
        have hwk := hw k
        simp only [hx, mul_zero, add_zero]
        have hs : 0 < ∑ k, w k ^ 2 * v (some k) ^ 2 :=
          Finset.sum_pos' (fun i _ => by positivity) ⟨k, Finset.mem_univ k, by positivity⟩
        simpa using hs
      · have hs : 0 ≤ ∑ k, w k ^ 2 * (v (some k) + c k / w k ^ 2 * v none) ^ 2 :=
          Finset.sum_nonneg fun i _ => by positivity
        have hx2 : 0 < (A - softening c w) * v none ^ 2 := by positivity
        linarith
```

## (d) Exponential motions as eigenvectors

For any finite real square matrix $K$ and real $\gamma$, show that $u(t)=e^{\gamma t}v$, with velocity $\gamma e^{\gamma t}v$, is a motion if and only if $Kv=-\gamma^2v$.

**Solution.** The acceleration is $\gamma^2e^{\gamma t}v$ and the force is $-e^{\gamma t}Kv$. Equating them at $t=0$ gives the eigenvalue equation, which in turn makes them equal at every $t$. Lean's `unique` says that the derivative at $t=0$ has only one value.

```lean
/-- The exponential curve `exp(γt) v` obeys Newton's equations exactly when `K v = -γ² v`. -/
theorem exp_isMotion_iff {κ : Type*} [Fintype κ] (K : Matrix κ κ ℝ) (γ : ℝ) (v : κ → ℝ) :
    IsMotion K (fun t => Real.exp (γ * t) • v) (fun t => (γ * Real.exp (γ * t)) • v) ↔
      K *ᵥ v = (-γ ^ 2) • v := by
  have hexp : ∀ t, HasDerivAt (fun t => Real.exp (γ * t)) (γ * Real.exp (γ * t)) t :=
    fun t => (((hasDerivAt_id' t).const_mul γ).exp).congr_deriv (by ring)
  constructor
  · intro h
    -- compare the two expressions for the acceleration at time zero
    have e := (((hexp 0).const_mul γ).smul_const v).unique (h 0).2
    simp only [mul_zero, Real.exp_zero, mul_one, one_smul] at e
    linear_combination (norm := module) e
  · intro h t
    refine ⟨(hexp t).smul_const v, (((hexp t).const_mul γ).smul_const v).congr_deriv ?_⟩
    rw [Matrix.mulVec_smul, h]
    module
```

## (e) An eigenvector from the secular equation

Let $w_k>0$, $s\ge0$ and $A+s=\sum_k c_k^2/(w_k^2+s)$. Show that $v=$ `mode c w s` satisfies $Kv=-sv$.

**Solution.** By (a), the system component is $A-\sum_k c_k^2/(w_k^2+s)=-s$. The bath components are

$$c_k-\frac{w_k^2c_k}{w_k^2+s}=\frac{s\,c_k}{w_k^2+s}=-s\,q_k .$$

```lean
/-- If `s ≥ 0` solves the secular equation `A + s = ∑ c_k² / (w_k² + s)` and the bath
frequencies are positive, then `mode c w s` is an eigenvector with eigenvalue `-s`. -/
theorem mode_eigen (A : ℝ) (c w : ι → ℝ) (hw : ∀ k, 0 < w k) (s : ℝ) (hs : 0 ≤ s)
    (h : A + s = ∑ k, c k ^ 2 / (w k ^ 2 + s)) :
    stiffness A c w *ᵥ mode c w s = (-s) • mode c w s := by
  funext i
  rcases i with _ | k
  · rw [(stiffness_mulVec A c w _).1]
    have e : ∑ k, c k * mode c w s (some k) = -∑ k, c k ^ 2 / (w k ^ 2 + s) := by
      rw [← Finset.sum_neg_distrib]
      refine Finset.sum_congr rfl fun k _ => ?_
      simp only [mode]
      ring
    rw [e, ← h]
    simp only [Pi.smul_apply, smul_eq_mul, mode]
    ring
  · rw [(stiffness_mulVec A c w _).2]
    have hk := hw k
    have hd : w k ^ 2 + s ≠ 0 := by positivity
    simp only [Pi.smul_apply, smul_eq_mul, mode]
    field_simp
    ring
```

## (f) When a runaway exists

For $w_k>0$, show that a motion $e^{\gamma t}v$ with $\gamma>0$, $v\ne0$ exists if and only if $A<\mu$.

**Solution.** Given such a motion, (d) yields $v\cdot Kv=-\gamma^2|v|^2<0$. By (b) this is impossible for $A\ge\mu$.

Conversely, let $A<\mu$ and $f(s)=A+s-\sum_k c_k^2/(w_k^2+s)$. Then $f(0)=A-\mu<0$, and

$$f(\mu-A)=\mu-\sum_k\frac{c_k^2}{w_k^2+\mu-A}\ge0 .$$

The intermediate value theorem (`intermediate_value_Icc`) gives a root $s>0$. By (e) and (d), `mode c w s` grows at rate $\gamma=\sqrt s$. At $A=\mu$ no motion grows exponentially, but by (e) with $s=0$ the displacement `mode c w 0` feels no force, and the particle can drift away along it at constant velocity.

```lean
/-- For positive bath frequencies, an exponentially growing motion exists exactly when the
softening exceeds the system stiffness. -/
theorem runaway_iff (A : ℝ) (c w : ι → ℝ) (hw : ∀ k, 0 < w k) :
    (∃ γ > 0, ∃ v ≠ 0, IsMotion (stiffness A c w)
      (fun t => Real.exp (γ * t) • v) (fun t => (γ * Real.exp (γ * t)) • v)) ↔
      A < softening c w := by
  constructor
  · rintro ⟨γ, hγ, v, hv, hm⟩
    by_contra hA
    have hA' : 0 ≤ A - softening c w := by linarith
    -- a growing mode has negative potential energy, but for `softening c w ≤ A` the squares in
    -- `energy_eq_squares` add up to a nonnegative number
    have he := energy_eq_squares A c w hw v
    rw [(exp_isMotion_iff _ γ v).1 hm, dotProduct_smul, smul_eq_mul] at he
    have h1 : 0 ≤ (A - softening c w) * v none ^ 2 := by positivity
    have h2 : 0 ≤ ∑ k, w k ^ 2 * (v (some k) + c k / w k ^ 2 * v none) ^ 2 :=
      Finset.sum_nonneg fun i _ => by positivity
    have h3 : 0 ≤ v ⬝ᵥ v := Finset.sum_nonneg fun i _ => mul_self_nonneg (v i)
    have h4 : v ⬝ᵥ v ≠ 0 := fun h0 => hv (dotProduct_self_eq_zero.1 h0)
    have h5 : 0 < γ ^ 2 * (v ⬝ᵥ v) := mul_pos (pow_pos hγ 2) (lt_of_le_of_ne h3 h4.symm)
    linarith
  · intro hA
    let f : ℝ → ℝ := fun s => A + s - ∑ k, c k ^ 2 / (w k ^ 2 + s)
    have hb : 0 ≤ softening c w - A := by linarith
    have hf : ContinuousOn f (Set.Icc 0 (softening c w - A)) := by
      refine ContinuousOn.sub (by fun_prop) (continuousOn_finsetSum _ fun k _ =>
        ContinuousOn.div (by fun_prop) (by fun_prop) fun s hs => ?_)
      have hk := hw k
      have hs0 := hs.1
      positivity
    have f0 : f 0 = A - softening c w := by simp [f, softening]
    have f1 : 0 ≤ f (softening c w - A) := by
      have hle : ∑ k, c k ^ 2 / (w k ^ 2 + (softening c w - A)) ≤ softening c w :=
        Finset.sum_le_sum fun k _ =>
          div_le_div_of_nonneg_left (sq_nonneg _) (pow_pos (hw k) 2) (by linarith)
      simp only [f]
      linarith
    -- the secular equation has a positive root
    obtain ⟨s, hs, hs0⟩ := intermediate_value_Icc hb hf ⟨by linarith, f1⟩
    have hpos : 0 < s := by
      refine lt_of_le_of_ne hs.1 fun h0 => ?_
      rw [← h0, f0] at hs0
      linarith
    refine ⟨√s, Real.sqrt_pos.2 hpos, mode c w s, fun h0 => ?_, ?_⟩
    · have := congrFun h0 none
      simp [mode] at this
    · rw [exp_isMotion_iff, Real.sq_sqrt hs.1]
      exact mode_eigen A c w hw s hs.1 (by simp only [f] at hs0; linarith)
```

## (g) The threshold without a counterterm

Set $A=\Omega^2$, with $\Omega$ the bare frequency, and scale the couplings to $g\,c_k$. For $w_k>0$, show that $K$ is positive definite if and only if $g^2\mu<\Omega^2$.

**Solution.** The softening becomes $g^2\mu$; apply (c). For $\mu>0$ the condition reads $|g|<|\Omega|/\sqrt\mu$.

```lean
/-- Without a counterterm, a system of bare frequency `Ω` with couplings `g c_k` to a bath of
positive frequencies has a positive definite stiffness matrix exactly when
`g² ∑ c_k² / w_k² < Ω²`. -/
theorem coupling_threshold (Ω g : ℝ) (c w : ι → ℝ) (hw : ∀ k, 0 < w k) :
    (stiffness (Ω ^ 2) (fun k => g * c k) w).PosDef ↔ g ^ 2 * softening c w < Ω ^ 2 := by
  have e : softening (fun k => g * c k) w = g ^ 2 * softening c w := by
    rw [softening, softening, Finset.mul_sum]
    exact Finset.sum_congr rfl fun k _ => by ring
  rw [posDef_iff _ _ w hw, e]
```

## (h) Stability with the counterterm

The counterterm $\tfrac12\mu x^2$ in the potential changes the system stiffness to $A=\Omega^2+\mu$. For $\Omega\neq0$ and $w_k>0$, show that $K$ is positive definite for all couplings.

**Solution.** By (c) the condition is $\mu<\Omega^2+\mu$, which holds because $\Omega^2>0$.

The code treats classical motion, but the same $K$ enters the Hamiltonian of quantum Brownian motion with a finite harmonic bath and linear coupling, where its positive definiteness ensures a ground state.

```lean
/-- With the counterterm `∑ c_k² / w_k²` added to `Ω²`, the stiffness matrix is positive
definite for all couplings, given `Ω ≠ 0` and positive bath frequencies. -/
theorem counterterm_stabilizes (Ω : ℝ) (hΩ : Ω ≠ 0) (c w : ι → ℝ) (hw : ∀ k, 0 < w k) :
    (stiffness (Ω ^ 2 + softening c w) c w).PosDef := by
  rw [posDef_iff _ c w hw]
  have h : 0 < Ω ^ 2 := by positivity
  linarith

end

end BathCounterterm
```

```lean
#print axioms BathCounterterm.runaway_iff
-- 'BathCounterterm.runaway_iff' depends on axioms: [propext, Classical.choice, Quot.sound]
#print axioms BathCounterterm.coupling_threshold
-- 'BathCounterterm.coupling_threshold' depends on axioms: [propext, Classical.choice, Quot.sound]
#print axioms BathCounterterm.counterterm_stabilizes
-- 'BathCounterterm.counterterm_stabilizes' depends on axioms: [propext, Classical.choice, Quot.sound]
```
